# For positive semidefinite M, evaluating the RPA logarithm in a subspace never gives less than the exact value for a vector of that subspace

Take \(M=\mathrm{diag}(0,3)\) and the one-dimensional subspace spanned by the unit vector \(V=(1,1)^{\mathsf T}/\sqrt2\). The exact matrix element is \(\langle V,\ln(1+M)V\rangle=\tfrac12\ln 4=\ln 2\approx0.693\). The subspace sees only the number \(V^{\mathsf T}MV=\tfrac32\) and returns \(\ln\tfrac52\approx0.916\), which is too large.

The reason shows when a coupling \(t\) multiplies \(M\). The derivatives of the two logarithms in \(t\) are

\[
\frac{3}{2+6t}\ \text{(exact)},\qquad \frac{3}{2+3t}\ \text{(subspace)}.
\]

Both logarithms start from zero at \(t=0\), and the subspace one never grows more slowly. The general argument compares these derivatives, which are screened responses, and then follows the coupling from \(0\) to \(t\).

## Functions of a symmetric matrix

Let \(M\) be a real \(n\times n\) matrix, \(V\) a real \(n\times k\) matrix with \(V^{\mathsf T}V=1\), and \(A=V^{\mathsf T}MV\). In the code `n` and `k` are finite index types, `ᴴ` is the transpose because the entries are real, `*ᵥ` applies a matrix to a vector and `⬝ᵥ` is the scalar product \(\langle\cdot,\cdot\rangle\).

In Lean 4 with Mathlib:

```lean
import Mathlib

open Matrix

namespace RPAKrylovLogarithm

noncomputable section

variable {n k : Type*} [Fintype n] [DecidableEq n] [Fintype k] [DecidableEq k]
```

With eigenvalues \(\lambda_i\) and an orthogonal matrix \(U\) of eigenvectors, a function of \(M\) is \(f(M)=U\,\mathrm{diag}(f(\lambda_i))\,U^{\mathsf T}\).

```lean
/-- The function `f` of a real symmetric matrix: `f` acts on the eigenvalues, the
eigenvectors are kept. -/
def spectralFun {M : Matrix n n ℝ} (hM : M.IsHermitian) (f : ℝ → ℝ) : Matrix n n ℝ :=
  (hM.eigenvectorUnitary : Matrix n n ℝ) * diagonal (fun i => f (hM.eigenvalues i)) *
    (hM.eigenvectorUnitary : Matrix n n ℝ)ᴴ
```

The logarithm uses \(f(x)=\ln(1+tx)\). The argument `hM` is the assumption that \(M\) is symmetric with no negative eigenvalue.

```lean
/-- The RPA logarithm `ln(1 + tM)` of a positive semidefinite `M` at coupling `t ≥ 0`. -/
def logOnePlus {M : Matrix n n ℝ} (hM : M.PosSemidef) (t : ℝ) : Matrix n n ℝ :=
  spectralFun hM.isHermitian (fun x => Real.log (1 + t * x))
```

The screened response \(R_M(t)=M(1+tM)^{-1}\) uses \(f(x)=x/(1+tx)\).

```lean
/-- The screened response `M (1 + tM)⁻¹` of a positive semidefinite `M` at coupling `t ≥ 0`. -/
def response {M : Matrix n n ℝ} (hM : M.PosSemidef) (t : ℝ) : Matrix n n ℝ :=
  spectralFun hM.isHermitian (fun x => x / (1 + t * x))
```

The choice \(f(x)=x\) must return \(M\). Column by column, the eigenvalue equation reads \(MU=U\,\mathrm{diag}(\lambda_i)\), and multiplying by \(U^{\mathsf T}\) from the right gives the claim, since \(UU^{\mathsf T}=1\).

```lean
/-- The identity function of a real symmetric matrix is the matrix itself. -/
theorem spectralFun_id {M : Matrix n n ℝ} (hM : M.IsHermitian) :
    spectralFun hM (fun x => x) = M := by
  have hMU : M * (hM.eigenvectorUnitary : Matrix n n ℝ) =
      (hM.eigenvectorUnitary : Matrix n n ℝ) * diagonal (fun i => hM.eigenvalues i) := by
    ext i j
    rw [mul_diagonal, mul_apply]
    simpa [mulVec, dotProduct, IsHermitian.eigenvectorUnitary_apply, mul_comm] using
      congrFun (hM.mulVec_eigenvectorBasis j) i
  have hU : (hM.eigenvectorUnitary : Matrix n n ℝ) *
      (hM.eigenvectorUnitary : Matrix n n ℝ)ᴴ = 1 :=
    mem_unitaryGroup_iff.mp hM.eigenvectorUnitary.2
  rw [spectralFun, ← hMU, Matrix.mul_assoc, hU, Matrix.mul_one]
```

In a product \(f(M)g(M)\) the inner factor \(U^{\mathsf T}U=1\) disappears and the diagonals multiply. Linear combinations act on the diagonals directly.

```lean
/-- Functions of one symmetric matrix multiply and combine linearly like the functions
themselves. -/
theorem spectralFun_calculus {M : Matrix n n ℝ} (hM : M.IsHermitian) (f g : ℝ → ℝ) (t : ℝ) :
    spectralFun hM f * spectralFun hM g = spectralFun hM (fun x => f x * g x) ∧
    spectralFun hM f + t • spectralFun hM g = spectralFun hM (fun x => f x + t * g x) := by
  have hU : (hM.eigenvectorUnitary : Matrix n n ℝ)ᴴ *
      (hM.eigenvectorUnitary : Matrix n n ℝ) = 1 :=
    mem_unitaryGroup_iff'.mp hM.eigenvectorUnitary.2
  constructor
  · simp only [spectralFun, ← diagonal_mul_diagonal, Matrix.mul_assoc]
    rw [← Matrix.mul_assoc _ᴴ, hU, Matrix.one_mul]
  · have hd : diagonal (fun i => f (hM.eigenvalues i) + t * g (hM.eigenvalues i)) =
        diagonal (fun i => f (hM.eigenvalues i)) +
          t • diagonal (fun i => g (hM.eigenvalues i)) := by
      ext i j
      by_cases h : i = j <;> simp [h]
    simp only [spectralFun, hd, Matrix.mul_add, Matrix.add_mul, Matrix.mul_smul,
      Matrix.smul_mul]
```

The matrix called a logarithm is one: \(\exp(UDU^{\mathsf T})=U\exp(D)U^{\mathsf T}\) for diagonal \(D\), and \(e^{\ln(1+t\lambda_i)}=1+t\lambda_i\) because \(1+t\lambda_i>0\). Hence \(\exp(\ln(1+tM))=1+tM\).

```lean
/-- For positive semidefinite `M` and `t ≥ 0`, the exponential of the RPA logarithm is
`1 + tM`. -/
theorem exp_logOnePlus {M : Matrix n n ℝ} (hM : M.PosSemidef) {t : ℝ} (ht : 0 ≤ t) :
    NormedSpace.exp (logOnePlus hM t) = 1 + t • M := by
  have hU := mem_unitaryGroup_iff'.mp hM.isHermitian.eigenvectorUnitary.2
  have hU' := mem_unitaryGroup_iff.mp hM.isHermitian.eigenvectorUnitary.2
  rw [star_eq_conjTranspose] at hU hU'
  have h1 := Matrix.exp_conj (hM.isHermitian.eigenvectorUnitary : Matrix n n ℝ)
    (diagonal fun i => Real.log (1 + t * hM.isHermitian.eigenvalues i)) ⟨⟨_, _, hU', hU⟩, rfl⟩
  have h2 : NormedSpace.exp (fun i => Real.log (1 + t * hM.isHermitian.eigenvalues i)) =
      fun i => 1 + t * hM.isHermitian.eigenvalues i := by
    funext i
    have hp := mul_nonneg ht (hM.eigenvalues_nonneg i)
    -- evaluation at `i` is a continuous ring homomorphism, so it commutes with `exp`
    have hev : ∀ v : n → ℝ, NormedSpace.exp v i = NormedSpace.exp (v i) := fun v =>
      NormedSpace.map_exp (Pi.evalRingHom (fun _ : n => ℝ) i) (continuous_apply i) v
    rw [hev, ← Real.exp_eq_exp_ℝ, Real.exp_log (by linarith)]
  rw [inv_eq_left_inv hU, exp_diagonal, h2] at h1
  have h3 : spectralFun hM.isHermitian (fun _ => 1) = 1 := by
    rw [spectralFun, diagonal_one, Matrix.mul_one, hU']
  have h4 := (spectralFun_calculus hM.isHermitian (fun _ => 1) (fun x => x) t).2
  rw [h3, spectralFun_id] at h4
  exact h1.trans h4.symm
```

## The response solves a Dyson equation

For each eigenvalue,

\[
\frac{\lambda_i}{1+t\lambda_i}+t\lambda_i\,\frac{\lambda_i}{1+t\lambda_i}=\lambda_i ,
\]

so \(R_M+tMR_M=M\). The step `key` is the scalar identity, `hR` lifts it to matrices through `spectralFun_id` and `spectralFun_calculus`, and the last lines apply it to a vector \(u\).

```lean
/-- Dyson equation: for positive semidefinite `M` and `t ≥ 0`, the response `R` obeys
`R u + t M R u = M u`. -/
theorem response_dyson {M : Matrix n n ℝ} (hM : M.PosSemidef) {t : ℝ} (ht : 0 ≤ t)
    (u : n → ℝ) :
    response hM t *ᵥ u + t • (M *ᵥ (response hM t *ᵥ u)) = M *ᵥ u := by
  have key : ∀ i, hM.isHermitian.eigenvalues i / (1 + t * hM.isHermitian.eigenvalues i) +
      t * (hM.isHermitian.eigenvalues i * (hM.isHermitian.eigenvalues i /
        (1 + t * hM.isHermitian.eigenvalues i))) = hM.isHermitian.eigenvalues i := by
    intro i
    have hp := mul_nonneg ht (hM.eigenvalues_nonneg i)
    have hne : 1 + t * hM.isHermitian.eigenvalues i ≠ 0 := by linarith
    linear_combination hM.isHermitian.eigenvalues i * mul_inv_cancel₀ hne
  have hR : response hM t + t • (M * response hM t) = M := by
    calc response hM t + t • (M * response hM t)
        = response hM t + t • (spectralFun hM.isHermitian (fun x => x) * response hM t) := by
          rw [spectralFun_id hM.isHermitian]
      _ = spectralFun hM.isHermitian (fun x => x) := by
          rw [response, (spectralFun_calculus hM.isHermitian _ _ t).1,
            (spectralFun_calculus hM.isHermitian _ _ t).2]
          simp only [spectralFun, key]
      _ = M := spectralFun_id hM.isHermitian
  have h := congrArg (fun B => B *ᵥ u) hR
  simpa only [add_mulVec, smul_mulVec, ← mulVec_mulVec] using h
```

## The subspace response is never the smaller one

Write \(a=R_A(t)\,y\), \(z=R_M(t)\,Vy\) and \(\delta=Va-z\). The two Dyson equations are

\[
a+tAa=Ay,\qquad z+tMz=MVy .
\]

Take the scalar product of the first with any \(w\) in the subspace coordinates. Since \(\langle w,a\rangle=\langle Vw,Va\rangle\) and \(\langle w,Aa\rangle=\langle Vw,MVa\rangle\), it becomes \(\langle Vw,Va+tMVa\rangle=\langle Vw,MVy\rangle\). Subtracting the second equation, tested with \(Vw\), leaves the Galerkin condition

\[
\langle Vw,(1+tM)\delta\rangle=0 .
\]

With \(w=y\) and the symmetry of \(M\), this gives \(\langle Vy,\delta\rangle=-t\langle MVy,\delta\rangle\). With \(w=a\) it gives

\[
\langle\delta,(1+tM)\delta\rangle=-\langle z,(1+tM)\delta\rangle=-\langle MVy,\delta\rangle .
\]

The difference of the responses is therefore

\[
\langle y,R_Ay\rangle-\langle Vy,R_MVy\rangle=\langle Vy,\delta\rangle
= t\langle\delta,\delta\rangle+t^2\langle\delta,M\delta\rangle .
\]

In the code `tr1` and `trM` carry scalar products from the subspace to the full space, where `V^T V = 1` enters through `tr1`. The steps `gx` and `hx` are the two tested Dyson equations, and `linear_combination` adds them with the weights used above. The term `hM.conjTranspose_mul_mul_same V` is the proof that \(A\) is positive semidefinite; it tells `response` which matrix is meant.

```lean
/-- For positive semidefinite `M`, orthonormal columns `V` and `t ≥ 0`, the subspace response
exceeds the exact one by a quadratic form in the error `δ` of the response vector. -/
theorem response_gap {M : Matrix n n ℝ} (hM : M.PosSemidef) (V : Matrix n k ℝ)
    (hV : Vᴴ * V = 1) {t : ℝ} (ht : 0 ≤ t) (y : k → ℝ) (δ : n → ℝ)
    (hδ : δ = V *ᵥ (response (hM.conjTranspose_mul_mul_same V) t *ᵥ y) -
      response hM t *ᵥ (V *ᵥ y)) :
    y ⬝ᵥ response (hM.conjTranspose_mul_mul_same V) t *ᵥ y -
      (V *ᵥ y) ⬝ᵥ response hM t *ᵥ (V *ᵥ y) = t * (δ ⬝ᵥ δ) + t ^ 2 * (δ ⬝ᵥ M *ᵥ δ) := by
  have hz := response_dyson hM ht (V *ᵥ y)
  have ha := response_dyson (hM.conjTranspose_mul_mul_same V) ht y
  generalize response (hM.conjTranspose_mul_mul_same V) t *ᵥ y = a at *
  generalize response hM t *ᵥ (V *ᵥ y) = z at *
  have hT : Mᵀ = M := (conjTranspose_eq_transpose_of_trivial M).symm.trans hM.isHermitian.eq
  have sym : ∀ x w : n → ℝ, x ⬝ᵥ M *ᵥ w = w ⬝ᵥ M *ᵥ x := by
    intro x w
    rw [dotProduct_mulVec, ← mulVec_transpose, hT, dotProduct_comm]
  -- the transpose of `V` moves across the scalar product as `V`
  have adj : ∀ (x : k → ℝ) (w : n → ℝ), x ⬝ᵥ Vᴴ *ᵥ w = (V *ᵥ x) ⬝ᵥ w := by
    intro x w
    rw [dotProduct_mulVec, conjTranspose_eq_transpose_of_trivial, vecMul_transpose]
  have trM : ∀ x w : k → ℝ, x ⬝ᵥ (Vᴴ * M * V) *ᵥ w = (V *ᵥ x) ⬝ᵥ M *ᵥ (V *ᵥ w) := by
    intro x w
    rw [← adj, mulVec_mulVec, mulVec_mulVec, Matrix.mul_assoc]
  have tr1 : ∀ x w : k → ℝ, x ⬝ᵥ w = (V *ᵥ x) ⬝ᵥ (V *ᵥ w) := by
    intro x w
    rw [← adj, mulVec_mulVec, hV, one_mulVec]
  have hx : ∀ x : n → ℝ, x ⬝ᵥ z + t * (x ⬝ᵥ M *ᵥ z) = x ⬝ᵥ M *ᵥ (V *ᵥ y) := by
    intro x
    rw [← hz, dotProduct_add, dotProduct_smul, smul_eq_mul]
  have gx : ∀ x : k → ℝ, (V *ᵥ x) ⬝ᵥ (V *ᵥ a) + t * ((V *ᵥ x) ⬝ᵥ M *ᵥ (V *ᵥ a)) =
      (V *ᵥ x) ⬝ᵥ M *ᵥ (V *ᵥ y) := by
    intro x
    rw [← tr1, ← trM, ← trM, ← ha, dotProduct_add, dotProduct_smul, smul_eq_mul]
  rw [hδ, tr1 y a]
  simp only [mulVec_sub, dotProduct_sub, sub_dotProduct]
  linear_combination gx y - hx (V *ᵥ y) - t * gx a - t * hx z + 2 * t * hx (V *ᵥ a) +
    t * sym (V *ᵥ y) z - t * sym (V *ᵥ y) (V *ᵥ a) + t * dotProduct_comm z (V *ᵥ a) +
    t ^ 2 * sym z (V *ᵥ a)
```

## From responses to logarithms

Let \(c=U^{\mathsf T}u\). Then

\[
\langle u,\ln(1+tM)u\rangle=\sum_i c_i^2\ln(1+t\lambda_i),\qquad
\frac{d}{dt}\langle u,\ln(1+tM)u\rangle=\sum_i c_i^2\frac{\lambda_i}{1+t\lambda_i}=\langle u,R_M(t)u\rangle .
\]

The step `quad` is the expansion in eigenvectors; the sum is then differentiated term by term.

```lean
/-- For positive semidefinite `M` and `t ≥ 0`, the coupling derivative of `⟨u, ln(1+tM) u⟩`
is the screened response `⟨u, M(1+tM)⁻¹ u⟩`. -/
theorem hasDerivAt_logOnePlus {M : Matrix n n ℝ} (hM : M.PosSemidef) (u : n → ℝ) {t : ℝ}
    (ht : 0 ≤ t) :
    HasDerivAt (fun s => u ⬝ᵥ logOnePlus hM s *ᵥ u) (u ⬝ᵥ response hM t *ᵥ u) t := by
  -- expectation values as sums over eigenvalues
  have quad : ∀ f : ℝ → ℝ, u ⬝ᵥ spectralFun hM.isHermitian f *ᵥ u =
      ∑ i, f (hM.isHermitian.eigenvalues i) *
        (u ᵥ* (hM.isHermitian.eigenvectorUnitary : Matrix n n ℝ)) i ^ 2 := by
    intro f
    rw [spectralFun, ← mulVec_mulVec, ← mulVec_mulVec, dotProduct_mulVec,
      conjTranspose_eq_transpose_of_trivial, mulVec_transpose]
    simp only [dotProduct, mulVec_diagonal]
    exact Finset.sum_congr rfl fun i _ => by ring
  simp only [logOnePlus, response, quad]
  refine HasDerivAt.fun_sum fun i _ => ?_
  have hp := mul_nonneg ht (hM.eigenvalues_nonneg i)
  have hne : 1 + t * hM.isHermitian.eigenvalues i ≠ 0 := by linarith
  have h := (((hasDerivAt_id' t).mul_const (hM.isHermitian.eigenvalues i)).const_add 1).log hne
  exact (h.mul_const _).congr_deriv (by rw [one_mul])
```

Suppose the response of \(M\) in \(u\) is at most that of \(A\) in \(y\) at every coupling \(s\ge0\). The difference

\[
D(s)=\langle y,\ln(1+sA)y\rangle-\langle u,\ln(1+sM)u\rangle
\]

then has \(D'(s)\ge0\) and \(D(0)=0\), so \(D(t)\ge0\). This is coupling-strength integration, carried out in the code by monotonicity (`hmono`) instead of an integral. The lemma holds for any two positive semidefinite matrices, whether or not one is a compression of the other.

```lean
/-- For positive semidefinite `M` and `A` and fixed vectors `u` and `y`: if the response
`⟨u, M(1+sM)⁻¹ u⟩` is at most `⟨y, A(1+sA)⁻¹ y⟩` at every coupling `s ≥ 0`, then `⟨u, ln(1+tM) u⟩`
is at most `⟨y, ln(1+tA) y⟩` at every `t ≥ 0`. -/
theorem log_le_of_response_le {M : Matrix n n ℝ} {A : Matrix k k ℝ} (hM : M.PosSemidef)
    (hA : A.PosSemidef) (u : n → ℝ) (y : k → ℝ)
    (h : ∀ s, 0 ≤ s → u ⬝ᵥ response hM s *ᵥ u ≤ y ⬝ᵥ response hA s *ᵥ y)
    {t : ℝ} (ht : 0 ≤ t) :
    u ⬝ᵥ logOnePlus hM t *ᵥ u ≤ y ⬝ᵥ logOnePlus hA t *ᵥ y := by
  have hd := fun (s : ℝ) (hs : 0 ≤ s) =>
    (hasDerivAt_logOnePlus hA y hs).fun_sub (hasDerivAt_logOnePlus hM u hs)
  have hmono : MonotoneOn
      (fun s => y ⬝ᵥ logOnePlus hA s *ᵥ y - u ⬝ᵥ logOnePlus hM s *ᵥ u) (Set.Ici 0) :=
    monotoneOn_of_deriv_nonneg (convex_Ici 0)
      (fun s hs => (hd s hs).continuousAt.continuousWithinAt)
      (fun s hs => (hd s (interior_subset hs)).differentiableAt.differentiableWithinAt)
      (fun s hs => by
        rw [(hd s (interior_subset hs)).deriv]
        exact sub_nonneg.2 (h s (interior_subset hs)))
  -- both logarithms vanish at zero coupling
  have h0 := hmono (Set.mem_Ici.2 le_rfl) (Set.mem_Ici.2 ht) ht
  have hA0 : logOnePlus hA 0 = 0 := by simp [logOnePlus, spectralFun]
  have hM0 : logOnePlus hM 0 = 0 := by simp [logOnePlus, spectralFun]
  simp only [hA0, hM0, zero_mulVec, dotProduct_zero, sub_zero] at h0
  linarith
```

## The upper bound

For \(s\ge0\) both terms of the response difference are nonnegative, because \(\langle\delta,\delta\rangle\ge0\) and \(\langle\delta,M\delta\rangle\ge0\). With \(u=Vy\) the previous lemma gives, for every \(y\) and every \(t\ge0\),

\[
\langle Vy,\ln(1+tM)Vy\rangle\le\langle y,\ln(1+tA)y\rangle .
\]

The case \(t=1\) is the bound on \(\ln(1+M)\). The vector \(y\) need not be normalised, and \(V\) may be any orthonormal basis of any subspace; a Krylov basis is one choice.

```lean
/-- For positive semidefinite `M`, orthonormal columns `V` and coupling `t ≥ 0`, the RPA
logarithm evaluated in the subspace is never below the exact one, for every vector `V y`. -/
theorem krylov_log_upper_bound {M : Matrix n n ℝ} (hM : M.PosSemidef) (V : Matrix n k ℝ)
    (hV : Vᴴ * V = 1) (y : k → ℝ) {t : ℝ} (ht : 0 ≤ t) :
    (V *ᵥ y) ⬝ᵥ logOnePlus hM t *ᵥ (V *ᵥ y) ≤
      y ⬝ᵥ logOnePlus (hM.conjTranspose_mul_mul_same V) t *ᵥ y := by
  refine log_le_of_response_le hM _ _ _ (fun s hs => ?_) ht
  have gap := response_gap hM V hV hs y _ rfl
  rw [← sub_nonneg, gap]
  refine add_nonneg (mul_nonneg hs ?_) (mul_nonneg (sq_nonneg s) ?_)
  · exact Finset.sum_nonneg fun i _ => mul_self_nonneg _
  · simpa only [star_trivial] using hM.dotProduct_mulVec_nonneg _
```

In RPA correlation energies \(M\) can stand for \(-v^{1/2}\chi_0(i\omega)v^{1/2}\), with \(v\) the Coulomb interaction and \(\chi_0\) the non-interacting response in a finite real basis, and the theorem then says that the Krylov error in a diagonal matrix element, taken with a vector of the subspace at one imaginary frequency, is never negative. Positive semidefiniteness is assumed here, not derived from \(\chi_0\). The theorem gives no size for the error, and it does not describe a Lanczos run whose basis has lost orthonormality through rounding.

Normalisation of the basis matters. Take the \(1\times1\) matrices \(M=1\) and \(V=2\), with \(y=1\) and \(t=1\). The left side is \(4\ln2=\ln16\) and the right side is \(\ln5\), so the inequality fails. It is thus not enough that \(V\) be a nonzero multiple of a matrix with orthonormal columns.

## Equality on an invariant subspace

If \(M\) maps the subspace into itself, \(MV=VA\), then the lifted vector \(Va\) solves the full Dyson equation at each coupling \(s\ge0\):

\[
Va+sMVa=V(a+sAa)=VAy=MVy .
\]

Subtracting the equation for \(z\) gives \(\delta+s M\delta=0\), and the response difference \(s\langle\delta,\delta+sM\delta\rangle\) vanishes. The responses agree at every coupling, so the comparison lemma also applies with the two systems exchanged, and the two inequalities give equality. In the code `e1` is the displayed equation, `e3` is the one for \(\delta\), and `le_antisymm` joins the inequalities.

```lean
/-- For positive semidefinite `M`, orthonormal columns `V` and coupling `t ≥ 0`: if `M` maps the
span of the columns into itself, the subspace evaluation of the RPA logarithm is exact for every
vector `V y`. -/
theorem krylov_log_exact_of_invariant {M : Matrix n n ℝ} (hM : M.PosSemidef)
    (V : Matrix n k ℝ) (hV : Vᴴ * V = 1) (hinv : M * V = V * (Vᴴ * M * V)) (y : k → ℝ)
    {t : ℝ} (ht : 0 ≤ t) :
    (V *ᵥ y) ⬝ᵥ logOnePlus hM t *ᵥ (V *ᵥ y) =
      y ⬝ᵥ logOnePlus (hM.conjTranspose_mul_mul_same V) t *ᵥ y := by
  refine le_antisymm (krylov_log_upper_bound hM V hV y ht)
    (log_le_of_response_le _ hM _ _ (fun s hs => ?_) ht)
  have hMV : ∀ x : k → ℝ, M *ᵥ (V *ᵥ x) = V *ᵥ ((Vᴴ * M * V) *ᵥ x) := by
    intro x
    rw [mulVec_mulVec, hinv, mulVec_mulVec]
  -- the lifted subspace response solves the full Dyson equation
  have e1 : V *ᵥ (response (hM.conjTranspose_mul_mul_same V) s *ᵥ y) +
      s • (M *ᵥ (V *ᵥ (response (hM.conjTranspose_mul_mul_same V) s *ᵥ y))) =
      M *ᵥ (V *ᵥ y) := by
    rw [hMV, hMV, ← mulVec_smul, ← mulVec_add, response_dyson _ hs]
  have e2 := response_dyson hM hs (V *ᵥ y)
  obtain ⟨δ, hδ⟩ : ∃ δ, δ = V *ᵥ (response (hM.conjTranspose_mul_mul_same V) s *ᵥ y) -
      response hM s *ᵥ (V *ᵥ y) := ⟨_, rfl⟩
  have e3 : δ + s • (M *ᵥ δ) = 0 := by
    rw [hδ, mulVec_sub]
    linear_combination (norm := module) e1 - e2
  have e4 : δ ⬝ᵥ δ + s * (δ ⬝ᵥ M *ᵥ δ) = 0 := by
    rw [← smul_eq_mul, ← dotProduct_smul, ← dotProduct_add, e3, dotProduct_zero]
  have gap := response_gap hM V hV hs y δ hδ
  exact le_of_eq (by linear_combination gap + s * e4)

end

end RPAKrylovLogarithm
```

```lean
#print axioms RPAKrylovLogarithm.exp_logOnePlus
-- 'RPAKrylovLogarithm.exp_logOnePlus' depends on axioms: [propext, Classical.choice, Quot.sound]
#print axioms RPAKrylovLogarithm.krylov_log_exact_of_invariant
-- 'RPAKrylovLogarithm.krylov_log_exact_of_invariant' depends on axioms: [propext, Classical.choice, Quot.sound]
```
